# Diagonal Padé approximants lie above the two-level ground-state energy and converge to it at every nonzero coupling

When a perturbation series for an energy behaves badly at the coupling of interest, one can build a ratio of polynomials from its coefficients and evaluate that ratio instead of the partial sum. For two levels of different energy with any nonzero real coupling, the diagonal ratios stay strictly above the ground-state energy and converge to it, even where the series has no limit.

```lean
import Mathlib

open Polynomial Filter Topology Matrix

namespace PadeTwoLevel

noncomputable section

/-- Two levels at energies `1` and `-1`, coupled by `g`. -/
def hamiltonian (g : ℝ) : Matrix (Fin 2) (Fin 2) ℝ := !![1, g; g, -1]

/-- The energies of the two-level system: the real eigenvalues of its Hamiltonian. -/
def energies (g : ℝ) : Set ℝ :=
  {E | ∃ v : Fin 2 → ℝ, v ≠ 0 ∧ hamiltonian g *ᵥ v = E • v}

/-- The generalised binomial coefficient "1/2 choose k", the coefficient of `x ^ k` in the
binomial series of `√(1 + x)`. -/
def binomCoeff (k : ℕ) : ℝ := ∏ i ∈ Finset.range k, (1 / 2 - (i : ℝ)) / ((i : ℝ) + 1)

/-- Numerator and denominator of the approximants, built by a joint recursion. -/
def padePair : ℕ → ℝ[X] × ℝ[X]
  | 0 => (1, 1)
  | n + 1 => ((2 + X) * (padePair n).1 + 2 * (1 + X) * (padePair n).2,
      2 * (padePair n).1 + (2 + X) * (padePair n).2)

/-- The numerator polynomial of the `n`-th approximant. -/
def padeNum (n : ℕ) : ℝ[X] := (padePair n).1

/-- The denominator polynomial of the `n`-th approximant. -/
def padeDen (n : ℕ) : ℝ[X] := (padePair n).2

/-- The quantity `q = ((1 - s) / (1 + s)) ^ (2 n + 1)` with `s = √(1 + x)`. -/
def contraction (n : ℕ) (x : ℝ) : ℝ :=
  ((1 - √(1 + x)) / (1 + √(1 + x))) ^ (2 * n + 1)

/-- The resummed square root `s (1 + q) / (1 - q)` with `s = √(1 + x)`, meant for `x > -1`. -/
def resummed (n : ℕ) (x : ℝ) : ℝ :=
  √(1 + x) * (1 + contraction n x) / (1 - contraction n x)

/-- The ground-state energy of the two-level system is `-√(1 + g²)`. -/
theorem ground_energy (g : ℝ) : IsLeast (energies g) (-√(1 + g ^ 2)) := by
  have hs : √(1 + g ^ 2) ^ 2 = 1 + g ^ 2 := Real.sq_sqrt (by positivity)
  have hs0 : 0 ≤ √(1 + g ^ 2) := Real.sqrt_nonneg _
  have hH : ∀ v : Fin 2 → ℝ, (hamiltonian g *ᵥ v) 0 = v 0 + g * v 1 ∧
      (hamiltonian g *ᵥ v) 1 = g * v 0 - v 1 := by
    intro v
    constructor <;> simp [hamiltonian, Matrix.mulVec, dotProduct, Fin.sum_univ_two]
    ring
  constructor
  · -- an explicit eigenvector
    refine ⟨![-g, 1 + √(1 + g ^ 2)], ?_, funext (Fin.forall_fin_two.2 ⟨?_, ?_⟩)⟩
    · intro h
      have h1 : 1 + √(1 + g ^ 2) = 0 := congrFun h 1
      linarith
    · rw [(hH _).1]
      show -g + g * (1 + √(1 + g ^ 2)) = -√(1 + g ^ 2) * (-g)
      ring
    · rw [(hH _).2]
      show g * (-g) - (1 + √(1 + g ^ 2)) = -√(1 + g ^ 2) * (1 + √(1 + g ^ 2))
      linear_combination hs
  · -- every energy satisfies `E² = 1 + g²`
    rintro E ⟨v, hv, h⟩
    have h0 := congrFun h 0
    have h1 := congrFun h 1
    rw [(hH v).1, Pi.smul_apply, smul_eq_mul] at h0
    rw [(hH v).2, Pi.smul_apply, smul_eq_mul] at h1
    have hE : E ^ 2 = 1 + g ^ 2 := by
      by_contra hne
      have e0 : (E ^ 2 - (1 + g ^ 2)) * v 0 = 0 := by
        linear_combination (-E - 1) * h0 - g * h1
      have e1 : (E ^ 2 - (1 + g ^ 2)) * v 1 = 0 := by
        linear_combination (-g) * h0 + (1 - E) * h1
      exact hv (funext (Fin.forall_fin_two.2
        ⟨(mul_eq_zero.1 e0).resolve_left (sub_ne_zero.2 hne),
          (mul_eq_zero.1 e1).resolve_left (sub_ne_zero.2 hne)⟩))
    exact (abs_le.1 (Real.abs_le_sqrt hE.le)).1

/-- Numerator and denominator of the `n`-th approximant have degree at most `n`. -/
theorem pade_degree (n : ℕ) : (padeNum n).natDegree ≤ n ∧ (padeDen n).natDegree ≤ n := by
  induction n with
  | zero => simp [padeNum, padeDen, padePair]
  | succ n ih =>
    obtain ⟨hp, hq⟩ := ih
    have h2 : (2 : ℝ[X]).natDegree ≤ 0 := by simp
    have h2X : (2 + X : ℝ[X]).natDegree ≤ 1 := by compute_degree
    have h1X : (1 + X : ℝ[X]).natDegree ≤ 1 := by compute_degree
    constructor
    · exact natDegree_add_le_of_degree_le
        ((natDegree_mul_le_of_le h2X hp).trans (by omega))
        ((natDegree_mul_le_of_le (natDegree_mul_le_of_le h2 h1X) hq).trans (by omega))
    · exact natDegree_add_le_of_degree_le
        ((natDegree_mul_le_of_le h2 hp).trans (by omega))
        ((natDegree_mul_le_of_le h2X hq).trans (by omega))

/-- For `x ≥ 0` numerator and denominator are positive, so the approximant has no pole there. -/
theorem pade_pos (n : ℕ) {x : ℝ} (hx : 0 ≤ x) :
    0 < (padeNum n).eval x ∧ 0 < (padeDen n).eval x := by
  induction n with
  | zero => simp [padeNum, padeDen, padePair]
  | succ n ih =>
    simp only [padeNum, padeDen] at ih
    obtain ⟨hp, hq⟩ := ih
    simp only [padeNum, padeDen, padePair, eval_add, eval_mul, eval_ofNat, eval_X, eval_one]
    constructor <;> positivity

/-- If `s² = 1 + x`, the odd power `(1 + s) ^ (2 n + 1)` splits into the numerator plus `s` times
the denominator. -/
theorem odd_power_split (n : ℕ) {x s : ℝ} (hs : s ^ 2 = 1 + x) :
    (1 + s) ^ (2 * n + 1) = (padeNum n).eval x + s * (padeDen n).eval x := by
  induction n with
  | zero => simp [padeNum, padeDen, padePair]
  | succ n ih =>
    have h : (1 + s) ^ (2 * (n + 1) + 1) = (1 + s) ^ (2 * n + 1) * (1 + s) ^ 2 := by ring
    rw [h, ih]
    simp only [padeNum, padeDen, padePair, eval_add, eval_mul, eval_ofNat, eval_X, eval_one]
    linear_combination
      ((padePair n).1.eval x + (2 + s) * (padePair n).2.eval x) * hs

/-- The Padé matching condition in exact form: for `x ≥ -1`, `√(1 + x)` times the denominator
differs from the numerator by `(x / (1 + √(1 + x))) ^ (2 n + 1)`. -/
theorem pade_matching (n : ℕ) {x : ℝ} (hx : -1 ≤ x) :
    √(1 + x) * (padeDen n).eval x - (padeNum n).eval x
      = (x / (1 + √(1 + x))) ^ (2 * n + 1) := by
  have hs : √(1 + x) ^ 2 = 1 + x := Real.sq_sqrt (by linarith)
  have hs0 : 0 ≤ √(1 + x) := Real.sqrt_nonneg _
  have hm := odd_power_split n (s := -√(1 + x)) (by rw [neg_sq]; exact hs)
  have h : x / (1 + √(1 + x)) = -(1 + -√(1 + x)) := by
    rw [div_eq_iff (by positivity)]
    linear_combination (-1) * hs
  rw [h, Odd.neg_pow ⟨n, rfl⟩, hm]
  ring

/-- For `x ≥ 0` the resummed square root is the ratio of the two polynomials. -/
theorem resummed_eq_ratio (n : ℕ) {x : ℝ} (hx : 0 ≤ x) :
    resummed n x = (padeNum n).eval x / (padeDen n).eval x := by
  have hs : √(1 + x) ^ 2 = 1 + x := Real.sq_sqrt (by linarith)
  have hs0 : 0 < √(1 + x) := Real.sqrt_pos.2 (by linarith)
  obtain ⟨hP, hQ⟩ := pade_pos n hx
  have hp := odd_power_split n hs
  have hm := odd_power_split n (s := -√(1 + x)) (by rw [neg_sq]; exact hs)
  rw [← sub_eq_add_neg] at hm
  unfold resummed contraction
  rw [div_pow, hp, hm]
  generalize √(1 + x) = s at *
  generalize (padeNum n).eval x = P at *
  generalize (padeDen n).eval x = Q at *
  have hD : P + s * Q ≠ 0 := by positivity
  have h1 : 1 + (P + -s * Q) / (P + s * Q) = 2 * P / (P + s * Q) := by
    rw [eq_div_iff hD, add_mul, div_mul_cancel₀ _ hD]
    ring
  have h2 : 1 - (P + -s * Q) / (P + s * Q) = 2 * s * Q / (P + s * Q) := by
    rw [eq_div_iff hD, sub_mul, div_mul_cancel₀ _ hD]
    ring
  rw [h1, h2, div_eq_div_iff (by positivity) (by positivity)]
  ring

/-- For `x > -1` the resummed values converge to `√(1 + x)`. -/
theorem resummed_tendsto {x : ℝ} (hx : -1 < x) :
    Tendsto (fun n => resummed n x) atTop (𝓝 √(1 + x)) := by
  have hs0 : 0 < √(1 + x) := Real.sqrt_pos.2 (by linarith)
  have hr : |(1 - √(1 + x)) / (1 + √(1 + x))| < 1 := by
    have h1 : 0 < 1 + √(1 + x) := by linarith
    rw [abs_div, abs_of_pos h1, div_lt_one h1, abs_lt]
    constructor <;> linarith
  have hN : Tendsto (fun n : ℕ => 2 * n + 1) atTop atTop :=
    tendsto_atTop_mono (fun n => (by omega : n ≤ 2 * n + 1)) tendsto_id
  have hq : Tendsto (fun n => contraction n x) atTop (𝓝 0) :=
    (tendsto_pow_atTop_nhds_zero_of_abs_lt_one hr).comp hN
  have h := ((hq.const_add 1).const_mul √(1 + x)).div (hq.const_sub 1) (by norm_num)
  have e : √(1 + x) * (1 + 0) / (1 - 0) = √(1 + x) := by norm_num
  rw [e] at h
  exact h

/-- For `x > 1` the partial sums of the binomial series of `√(1 + x)` have no limit. -/
theorem binomial_series_diverges {x : ℝ} (hx : 1 < x) :
    ¬ ∃ L, Tendsto (fun N => ∑ k ∈ Finset.range N, binomCoeff k * x ^ k) atTop (𝓝 L) := by
  rintro ⟨L, hL⟩
  -- convergence would force the terms to vanish
  have h0 : Tendsto (fun k => binomCoeff k * x ^ k) atTop (𝓝 0) := by
    have h := (hL.comp (tendsto_add_atTop_nat 1)).sub hL
    simpa [Function.comp_def, Finset.sum_range_succ] using h
  have hc : ∀ k, binomCoeff k ≠ 0 := by
    intro k
    refine Finset.prod_ne_zero_iff.2 fun i _ => div_ne_zero ?_ (by positivity)
    intro h
    have h' : (2 : ℝ) * (i : ℝ) = 1 := by linarith
    have h'' : 2 * i = 1 := by exact_mod_cast h'
    omega
  have step : ∀ k : ℕ, binomCoeff (k + 1) * x ^ (k + 1)
      = binomCoeff k * x ^ k * ((1 / 2 - (k : ℝ)) / ((k : ℝ) + 1) * x) := by
    intro k
    simp only [binomCoeff, Finset.prod_range_succ, pow_succ]
    ring
  -- from some order on the terms no longer shrink
  obtain ⟨K, hK⟩ := exists_nat_ge ((1 + x / 2) / (x - 1))
  rw [div_le_iff₀ (by linarith)] at hK
  have grow : ∀ m : ℕ, |binomCoeff K * x ^ K| ≤ |binomCoeff (m + K) * x ^ (m + K)| := by
    intro m
    induction m with
    | zero => simp
    | succ m ih =>
      refine ih.trans ?_
      rw [show m + 1 + K = (m + K) + 1 by omega, step,
        abs_mul (binomCoeff (m + K) * x ^ (m + K))]
      apply le_mul_of_one_le_right (abs_nonneg _)
      refine le_trans ?_ (neg_le_abs _)
      have hk : (K : ℝ) ≤ ((m + K : ℕ) : ℝ) := by exact_mod_cast Nat.le_add_left K m
      generalize ((m + K : ℕ) : ℝ) = k at *
      have hk0 : 0 < k + 1 := by
        have : (0 : ℝ) ≤ K := Nat.cast_nonneg K
        linarith
      have e : -((1 / 2 - k) / (k + 1) * x) = (k - 1 / 2) * x / (k + 1) := by ring
      rw [e, le_div_iff₀ hk0]
      have h3 := mul_le_mul_of_nonneg_right hk (by linarith : 0 ≤ x - 1)
      nlinarith
  have hlim := h0.abs.comp (tendsto_add_atTop_nat K)
  have hle := ge_of_tendsto' hlim grow
  rw [abs_zero] at hle
  have hpos : 0 < |binomCoeff K * x ^ K| :=
    abs_pos.2 (mul_ne_zero (hc K) (pow_ne_zero _ (by linarith)))
  linarith

/-- For nonzero coupling the Padé energies lie strictly above the ground-state energy and converge
to it, while for `|g| > 1` the partial sums of the binomial series for the energy have no limit. -/
theorem pade_rescues_ground_energy {g E₀ : ℝ} (hg : g ≠ 0) (hE : IsLeast (energies g) E₀) :
    (∀ n, E₀ < -((padeNum n).eval (g ^ 2) / (padeDen n).eval (g ^ 2))) ∧
    Tendsto (fun n => -((padeNum n).eval (g ^ 2) / (padeDen n).eval (g ^ 2))) atTop (𝓝 E₀) ∧
    (1 < |g| → ¬ ∃ L, Tendsto
      (fun N => -∑ k ∈ Finset.range N, binomCoeff k * (g ^ 2) ^ k) atTop (𝓝 L)) := by
  have hx : 0 < g ^ 2 := by positivity
  rw [hE.unique (ground_energy g)]
  refine ⟨fun n => ?_, ?_, ?_⟩
  · -- the matching error is positive
    have hm := pade_matching n (x := g ^ 2) (by linarith)
    have hpos : 0 < (g ^ 2 / (1 + √(1 + g ^ 2))) ^ (2 * n + 1) := by positivity
    apply neg_lt_neg
    rw [div_lt_iff₀ (pade_pos n hx.le).2]
    linarith
  · have h := (resummed_tendsto (x := g ^ 2) (by linarith)).neg
    exact h.congr fun n => by rw [resummed_eq_ratio n hx.le]
  · rintro h1 ⟨L, hL⟩
    have h2 : 1 < g ^ 2 := by
      rw [← sq_abs]
      nlinarith
    exact binomial_series_diverges h2 ⟨-L, by simpa only [neg_neg] using hL.neg⟩

end

end PadeTwoLevel
```

```lean
#print axioms PadeTwoLevel.pade_degree
#print axioms PadeTwoLevel.pade_rescues_ground_energy
```

```
'PadeTwoLevel.pade_degree' depends on axioms: [propext, Classical.choice, Quot.sound]
'PadeTwoLevel.pade_rescues_ground_energy' depends on axioms: [propext, Classical.choice, Quot.sound]
```

## Two coupled configurations

Two states of different energy are mixed by a coupling, and the lower of the resulting energies is wanted. Put the zero of energy midway between the uncoupled levels and take half their separation as the unit. The Hamiltonian is then

$$H(g)=\begin{pmatrix}1&g\\ g&-1\end{pmatrix},$$

with $g$ the coupling in that unit. Write $x=g^2$ and $s=\sqrt{1+x}$. The ground-state energy is $-s$, and its expansion in the coupling is

$$-\sum_k c_k\,g^{2k},\qquad c_k=\prod_{i=0}^{k-1}\frac{1/2-i}{i+1}.$$

In electronic structure, this $2\times2$ problem describes the mixing of the two closed-shell configurations of H₂ in a minimal basis, with the diagonal elements placed in the unperturbed Hamiltonian. The result does not carry over to every many-level system. Take an uncoupled level at $-1$ and two levels at $0$ coupled by $g$: the series that starts from the lowest level is the constant $-1$, and so is every approximant, but the ground-state energy is $-|g|$ once $|g|>1$.

At $g=2$ the exact energy is $-\sqrt5\approx-2.236$. The partial sums of the series begin $-1,-3,-1,-5,+5$. The approximants for $n=0,1,2$ are $-1,-2,-2.2$, and the last of these uses the same coefficients, through $x^4$, as the partial sum $+5$.

## What is asserted about the energy

The final theorem, `pade_rescues_ground_energy`, takes a real $g\neq0$ and a number `E₀` that is the least element of `energies g`. That set contains the real $E$ for which $Hv=Ev$ has a nonzero real solution $v$. Real vectors suffice because $H$ is real and symmetric. The theorem `ground_energy` shows that the least element exists and equals $-s$.

There are three conclusions. Every approximant $-P_n(g^2)/Q_n(g^2)$ is strictly greater than `E₀`; the approximants tend to `E₀` as $n\to\infty$; and if $|g|>1$, the partial sums of the series have no real limit. In Lean, `Finset.range N` sums over $k=0,\dots,N-1$.

The polynomials $P_n$ and $Q_n$ are `padeNum n` and `padeDen n`. They are not scaled to the textbook convention $Q_n(0)=1$; dividing both by $4^n$ achieves that. The name `contraction` stands for the number $q=((1-s)/(1+s))^{2n+1}$ and has nothing to do with contracted basis functions. The closed form $R_n=s(1+q)/(1-q)$ is called `resummed`.

There is no separate Lean definition of a Padé approximant. The defining properties appear as theorems: the degrees are at most $n$, the denominator is positive at $x=0$, and the mismatch $sQ_n-P_n$ is given exactly and is of order $x^{2n+1}$. Hence $P_n/Q_n$ agrees with $s$ through order $x^{2n}$. That the $c_k$ are the Taylor coefficients of $\sqrt{1+x}$ is ordinary calculus, and it enters through the definition of `binomCoeff`.

## The lowest eigenvalue

With components numbered 0 and 1, as in Lean, the eigenvalue equations are

$$v_0+gv_1=Ev_0,\qquad gv_0-v_1=Ev_1.$$

Since $H^2=(1+g^2)I$, applying $H$ twice gives $E^2v=(1+g^2)v$. As $v\neq0$, $E^2=1+g^2$, and so $E\ge-s$. The value $-s$ is attained by $v=(-g,\,1+s)$: the first row gives $-g+g(1+s)=gs$, and the second gives $-g^2-1-s=-s^2-s=-s(1+s)$. The normalised eigenvector is $(-g,\,1+s)/\sqrt{2s(1+s)}$.

In `ground_energy`, `hH` writes out the two rows. The combinations `e0` and `e1` carry out the squaring argument component by component, and `Real.abs_le_sqrt` turns $E^2=1+g^2$ into the lower bound.

## An odd power produces the approximants

Start from $P_0=Q_0=1$, so that $1+s=P_0+sQ_0$. Because $s^2=1+x$, we have $(1+s)^2=2+x+2s$. Multiplying $P_n+sQ_n$ by this factor and replacing $s^2$ by $1+x$ gives

$$\begin{aligned}P_{n+1}&=(2+x)P_n+2(1+x)Q_n,\\ Q_{n+1}&=2P_n+(2+x)Q_n.\end{aligned}$$

This is the recursion `padePair`, and therefore

$$(1+s)^{2n+1}=P_n+sQ_n.$$

Each step raises the degree by at most one, which is `pade_degree`. For $x\ge0$ all the terms are nonnegative and enough of them are positive to keep both polynomials positive, which is `pade_pos`. The power identity is `odd_power_split`, proved by induction, with `linear_combination` making the replacement of $s^2$.

The identity used only $s^2=1+x$, so it also holds for $-s$:

$$(1-s)^{2n+1}=P_n-sQ_n.$$

Since $(s-1)(s+1)=x$ and the exponent is odd,

$$sQ_n-P_n=(s-1)^{2n+1}=\left(\frac{x}{1+s}\right)^{2n+1}.$$

This is `pade_matching`, where `Odd.neg_pow` handles the sign. For $x>0$ the right-hand side is positive. Dividing by $Q_n>0$ gives $P_n/Q_n<s$, and a change of sign puts the approximate energy above $-s$. The upper bound thus comes from the sign of the mismatch and not from a trial state.

## Convergence of the ratios

Dividing the two power identities gives $q=(P_n-sQ_n)/(P_n+sQ_n)$. Hence

$$1+q=\frac{2P_n}{P_n+sQ_n},\qquad 1-q=\frac{2sQ_n}{P_n+sQ_n},$$

and $R_n=s(1+q)/(1-q)=P_n/Q_n$. These two fractions are `h1` and `h2` in `resummed_eq_ratio`.

Because $s>0$, $|(1-s)/(1+s)|<1$. Its odd powers tend to zero, so $q\to0$ and $R_n\to s$. In `resummed_tendsto`, `hr` is the inequality and `hq` the limit of $q$; the limit rules for sums, products and quotients do the rest.

## Divergence beyond unit coupling

Let $a_k=c_kx^k$ with $x>1$. Successive terms satisfy

$$a_{k+1}=a_k\,\frac{1/2-k}{k+1}\,x.$$

For $k\ge1$ the factor has absolute value $(k-\tfrac12)x/(k+1)$, which is at least 1 exactly when $k(x-1)\ge1+x/2$. Choose a natural number $K\ge(1+x/2)/(x-1)$. From $K$ on the terms do not shrink, so $|a_k|\ge|a_K|$. No $c_k$ vanishes, because $1/2-i$ is never zero for an integer $i$, so $|a_K|>0$. A convergent series must have terms tending to zero, and these do not.

In `binomial_series_diverges`, `h0` derives vanishing terms from the supposed limit, `hc` shows that the coefficients are nonzero, `step` is the recurrence and `grow` the lower bound. The last lines set `h0` against `grow`.

The final theorem first identifies `E₀` with $-s$ by uniqueness of the least element, then uses the positive mismatch for the bound, the limit of $R_n$ for convergence, and $g^2>1$ for divergence.

## Zero coupling and the upper level

At $g=0$ the mismatch is zero, so every approximant equals the exact energy $-1$ and the strict inequality fails, although convergence survives.

It is also not enough for `E₀` to be some eigenvalue. At $g=1$ the upper level is $\sqrt2$, while the approximant for $n=0$ is $-1$, which lies below it.
